# Symmetric and first-order Trotter steps are intertwined by a half step

Splitting methods approximate evolution under a sum of two generators, A + B, by alternating evolution under each alone. Write S = exp(tA/2); the symmetric step is then S exp(tB) S, and the first-order step is exp(tA) exp(tB). The declaration `halfStep_intertwines` states that S times the N-th power of the symmetric step equals the N-th power of the first-order step times S. Here A and B are any finite complex square matrices of the same size, which need not commute or be Hermitian, t is any real number and N any natural number. The attempt proves the case of a single step, as a `SemiconjBy` statement, and passes to N steps with `pow_right`.

Lean 4 with Mathlib refuses this proof:

```lean
import Mathlib

open Matrix

namespace HalfStepIntertwines

noncomputable section

variable {n : Type*} [Fintype n] [DecidableEq n]

/-- Evolution under the generator `A` for half a time step, `exp(tA/2)`. -/
def halfStep (A : Matrix n n ℂ) (t : ℝ) : Matrix n n ℂ :=
  NormedSpace.exp ((t / 2) • A)

/-- The first-order splitting step `exp(tA) exp(tB)`. -/
def firstOrderStep (A B : Matrix n n ℂ) (t : ℝ) : Matrix n n ℂ :=
  NormedSpace.exp (t • A) * NormedSpace.exp (t • B)

/-- The symmetric splitting step `exp(tA/2) exp(tB) exp(tA/2)`. -/
def symmetricStep (A B : Matrix n n ℂ) (t : ℝ) : Matrix n n ℂ :=
  halfStep A t * NormedSpace.exp (t • B) * halfStep A t

/-- Two half steps under `A` make one full step. -/
theorem halfStep_mul_self (A : Matrix n n ℂ) (t : ℝ) :
    halfStep A t * halfStep A t = NormedSpace.exp (t • A) := by
  unfold halfStep
  rw [← Matrix.exp_add_of_commute _ _ (Commute.refl ((t / 2) • A)), ← add_smul, add_halves]

/-- The half step carries `N` symmetric steps into `N` first-order steps. -/
theorem halfStep_intertwines (A B : Matrix n n ℂ) (t : ℝ) (N : ℕ) :
    halfStep A t * symmetricStep A B t ^ N = firstOrderStep A B t ^ N * halfStep A t := by
  -- one step: both sides are S S exp(tB) S
  have h : SemiconjBy (halfStep A t) (symmetricStep A B t) (firstOrderStep A B t) := by
    unfold SemiconjBy symmetricStep firstOrderStep
    rw [← halfStep_mul_self]
    simp only [mul_assoc]
  exact h.pow_right N

end

end HalfStepIntertwines
```

The compiler's answer:

```
Main.lean:33:85: error: unsolved goals
n : Type u_1
inst✝¹ : Fintype n
inst✝ : DecidableEq n
A B : Matrix n n ℂ
t : ℝ
N : ℕ
⊢ halfStep A t * (halfStep A t * (halfStep B t * (halfStep B t * halfStep A t))) =
    NormedSpace.exp (t • A) * (halfStep B t * (halfStep B t * halfStep A t))
```

The repair, with which the file compiles:

```diff
@@ -33,5 +33,5 @@
   have h : SemiconjBy (halfStep A t) (symmetricStep A B t) (firstOrderStep A B t) := by
     unfold SemiconjBy symmetricStep firstOrderStep
-    rw [← halfStep_mul_self]
+    rw [← halfStep_mul_self A t]
     simp only [mul_assoc]
   exact h.pow_right N
```

Diagnosis. The single-step proof needs exp(tA) on the right-hand side split into two half steps under A. Used backwards without arguments, `halfStep_mul_self` leaves both the matrix and the time open, so `rw` looks for any exponential of the form `NormedSpace.exp (?t • ?A)`. It settled on `NormedSpace.exp (t • B)`, and having fixed that choice it rewrote every occurrence of that exponential, on both sides.

The goal in the message shows the result: exp(tB) has become `halfStep B t * halfStep B t`, while `NormedSpace.exp (t • A)` is still whole. `simp only [mul_assoc]` can only move brackets, so it cannot identify that factor with the two copies of `halfStep A t` on the left, and the goal stays open.

Writing `halfStep_mul_self A t` fixes the pattern as `NormedSpace.exp (t • A)`. The rewrite then splits the intended factor, both sides are the same product up to brackets, and `simp only [mul_assoc]` closes the goal.
